# The pair expansion over single atoms never lies above the Hückel energy $-\sum_k|\varepsilon_k|$

For every finite network of equal atoms joined by equal Hückel bonds, the pair expansion over single atoms is at or below the energy $E=-\sum_k|\varepsilon_k|$, where the orbital energies $\varepsilon_k$ are measured from the common on-site energy. The two agree exactly when no two bonds share an atom. In this non-interacting, one-parameter model, truncating the fragment expansion over single atoms at pairs therefore never gives too high an energy.

The atoms form a finite type `V`, and the bonds a `SimpleGraph`. All on-site energies are zero, and every bond has the same hopping element $\beta<0$, set to $-1$, so energies are in units of $|\beta|$. The Hamiltonian $H$ has $H_{ij}=-1$ for bonded atoms and $0$ otherwise.

```lean
import Mathlib

open scoped Classical

namespace HueckelPairExpansion

noncomputable section

variable {V : Type*} [Fintype V]

/-- The Hückel Hamiltonian, minus the adjacency matrix: the entry is `-1` between bonded atoms
and `0` otherwise. -/
def hamiltonian (G : SimpleGraph V) : Matrix V V ℝ :=
  Matrix.of fun i j => if G.Adj i j then -1 else 0
```

## (a) Symmetry of the Hamiltonian

Show that $H_{ij}=H_{ji}$.

**Solution.** If $i$ is bonded to $j$, then $j$ is bonded to $i$. As the entries are real, $H$ is Hermitian.

```lean
omit [Fintype V] in
/-- The Hückel Hamiltonian is Hermitian. -/
theorem hamiltonian_isHermitian (G : SimpleGraph V) : (hamiltonian G).IsHermitian :=
  Matrix.IsHermitian.ext fun i j => by simp [hamiltonian, G.adj_comm i j]
```

The eigenvalues $\varepsilon_k$ are now defined, and with them $E$.

```lean
/-- The orbital energies: the eigenvalues of the Hückel Hamiltonian. -/
def orbitalEnergy (G : SimpleGraph V) : V → ℝ := (hamiltonian_isHermitian G).eigenvalues

/-- The Hückel energy: minus the sum of the absolute orbital energies. -/
def energy (G : SimpleGraph V) : ℝ := -∑ k, |orbitalEnergy G k|
```

For a bipartite graph (an alternant hydrocarbon) the levels pair as $\pm\varepsilon$, and $E$ is the $\pi$ energy with one electron per atom. This reading is textbook Hückel theory, not part of the Lean code, whose theorems hold for $E$ on any finite graph.

A fragment keeps a set of atoms and the bonds among them; its energy follows the same formula. With $E_v$ and $E_{vw}$ for one and two atoms, the pair expansion is
$$E_{\text{pair}}=\sum_v E_v+\tfrac12\sum_v\sum_{w\neq v}(E_{vw}-E_v-E_w).$$

```lean
/-- The Hückel energy of the atoms in `s` with the bonds among them. -/
def fragmentEnergy (G : SimpleGraph V) (s : Finset V) : ℝ :=
  energy (G.comap (fun x : s => (x : V)))

/-- The pair expansion over single atoms: all atomic energies plus the increments of all pairs,
where the factor 1/2 corrects for counting each pair twice. -/
def pairExpansion (G : SimpleGraph V) : ℝ :=
  ∑ v, fragmentEnergy G {v} + 1 / 2 * ∑ v, ∑ w ∈ Finset.univ.erase v,
    (fragmentEnergy G {v, w} - fragmentEnergy G {v} - fragmentEnergy G {w})
```

`IsolatedBonds` says that each atom has at most one bonded neighbour.

```lean
/-- No two bonds share an atom: each atom has at most one bonded neighbour. -/
def IsolatedBonds (G : SimpleGraph V) : Prop :=
  ∀ i j k, G.Adj i j → G.Adj i k → j = k
```

## (b) Molecular orbitals

Find an orthogonal $U$ with $H=UDU^T$, where $D=\mathrm{diag}(\varepsilon_k)$.

**Solution.** Take orthonormal eigenvectors as the columns of $U$. Then $HU=UD$, and multiplying by $U^T$ (`star U`) from the right gives the claim.

```lean
/-- An orthogonal matrix of molecular orbitals diagonalises the Hückel Hamiltonian. -/
theorem exists_orbitals (G : SimpleGraph V) : ∃ U : Matrix V V ℝ,
    U * star U = 1 ∧ star U * U = 1 ∧
      hamiltonian G = U * Matrix.diagonal (orbitalEnergy G) * star U := by
  have hA := hamiltonian_isHermitian G
  refine ⟨hA.eigenvectorUnitary, Matrix.mem_unitaryGroup_iff.1 hA.eigenvectorUnitary.2,
    Matrix.mem_unitaryGroup_iff'.1 hA.eigenvectorUnitary.2, ?_⟩
  have h := hA.spectral_theorem
  rw [Unitary.conjStarAlgAut_apply] at h
  exact h
```

## (c) Energy from occupations

For real weights $s_k$ let $P=U\,\mathrm{diag}(s_k)\,U^T$. Show that $\sum_{ij}P_{ij}H_{ij}=\sum_k s_k\varepsilon_k$.

**Solution.** Since $H$ is symmetric, the left side is
$$\mathrm{tr}(PH)=\mathrm{tr}(U\,\mathrm{diag}(s_k)\,U^TU\,D\,U^T)=\mathrm{tr}(\mathrm{diag}(s_k)\,D).$$
The last trace is $\sum_k s_k\varepsilon_k$. In the code, `hl` identifies the double sum with $\mathrm{tr}(PH)$, and the `calc` block evaluates this trace.

```lean
/-- If orthogonal orbitals `U` diagonalise the Hamiltonian, then for any real weights `s` the
entrywise contraction of `U * diagonal s * star U` with the Hamiltonian is the sum of the orbital
energies weighted by `s`. -/
theorem sum_occupation (G : SimpleGraph V) (U : Matrix V V ℝ) (h2 : star U * U = 1)
    (hH : hamiltonian G = U * Matrix.diagonal (orbitalEnergy G) * star U) (s : V → ℝ) :
    ∑ i, ∑ j, (U * Matrix.diagonal s * star U) i j * hamiltonian G i j
      = ∑ k, s k * orbitalEnergy G k := by
  have hsym : ∀ i j, hamiltonian G j i = hamiltonian G i j := fun i j => by
    simpa using (hamiltonian_isHermitian G).apply i j
  have hl : ∀ Q : Matrix V V ℝ,
      (Q * hamiltonian G).trace = ∑ i, ∑ j, Q i j * hamiltonian G i j := fun Q => by
    simp only [Matrix.trace, Matrix.diag_apply, Matrix.mul_apply, hsym]
  rw [← hl]
  calc (U * Matrix.diagonal s * star U * hamiltonian G).trace
      = (U * (Matrix.diagonal s * ((star U * U) * Matrix.diagonal (orbitalEnergy G)))
          * star U).trace := by
        rw [hH]
        simp only [Matrix.mul_assoc]
    _ = _ := by
        rw [h2, one_mul, Matrix.trace_mul_comm, ← Matrix.mul_assoc, h2, one_mul,
          Matrix.diagonal_mul_diagonal, Matrix.trace_diagonal]
```

## (d) Counting bonds

For $m$ bonds, show that $\sum_{ij}H_{ij}=-2m$.

**Solution.** Row $i$ sums to minus the number of neighbours of $i$ (`hd`). Summed over atoms, each bond counts twice.

```lean
/-- The entries of the Hückel Hamiltonian add up to minus twice the number of bonds. -/
theorem sum_hamiltonian (G : SimpleGraph V) :
    ∑ i, ∑ j, hamiltonian G i j = -2 * (G.edgeFinset.card : ℝ) := by
  have hd : ∀ i, ∑ j, hamiltonian G i j = -(G.degree i : ℝ) := by
    intro i
    rw [← G.card_neighborFinset_eq_degree, G.neighborFinset_eq_filter]
    simp [hamiltonian, Finset.sum_ite]
  simp_rw [hd]
  rw [Finset.sum_neg_distrib, ← Nat.cast_sum, G.sum_degrees_eq_twice_card_edges]
  push_cast
  ring
```

## (e) A matrix with unit rows

Find $Q$ with $\sum_jQ_{ij}^2=1$ for every $i$ and $E=\sum_{ij}Q_{ij}H_{ij}$.

**Solution.** Let $s_k=1$ if $\varepsilon_k<0$ and $s_k=-1$ otherwise, and $Q=U\,\mathrm{diag}(s_k)\,U^T$. As $s_k^2=1$, $QQ^T=1$ (`hQQ`), whose diagonal gives the unit rows. As $s_k\varepsilon_k=-|\varepsilon_k|$, part (c) gives $E$.

```lean
/-- The Hückel energy is the contraction of the Hamiltonian with a matrix whose rows have
unit norm. -/
theorem exists_bondOrder (G : SimpleGraph V) : ∃ Q : Matrix V V ℝ,
    (∀ i, ∑ j, Q i j ^ 2 = 1) ∧ energy G = ∑ i, ∑ j, Q i j * hamiltonian G i j := by
  obtain ⟨U, h1, h2, hH⟩ := exists_orbitals G
  -- levels below zero get the sign +1, the others -1
  obtain ⟨s, hs⟩ : ∃ s : V → ℝ, s = fun k => if 0 ≤ orbitalEnergy G k then -1 else 1 := ⟨_, rfl⟩
  obtain ⟨Q, hQ⟩ : ∃ Q, Q = U * Matrix.diagonal s * star U := ⟨_, rfl⟩
  have hss : Matrix.diagonal s * Matrix.diagonal s = 1 := by
    rw [Matrix.diagonal_mul_diagonal, ← Matrix.diagonal_one]
    congr 1
    funext k
    rw [hs]
    dsimp only
    split_ifs <;> norm_num
  have hst : star (Matrix.diagonal s) = Matrix.diagonal s := by
    rw [Matrix.star_eq_conjTranspose, Matrix.diagonal_conjTranspose, star_trivial]
  have hQQ : Q * star Q = 1 := by
    calc Q * star Q
        = U * (Matrix.diagonal s * ((star U * U) * Matrix.diagonal s)) * star U := by
          rw [hQ, star_mul, star_mul, star_star, hst]
          simp only [Matrix.mul_assoc]
      _ = 1 := by rw [h2, one_mul, hss, mul_one, h1]
  refine ⟨Q, fun i => ?_, ?_⟩
  · have h := congrFun (congrFun hQQ i) i
    simpa [Matrix.mul_apply, Matrix.star_apply, sq] using h
  · rw [hQ, sum_occupation G U h2 hH, energy, ← Finset.sum_neg_distrib]
    refine Finset.sum_congr rfl fun k _ => ?_
    rw [hs]
    dsimp only
    split_ifs with h
    · rw [abs_of_nonneg h]; ring
    · rw [abs_of_neg (not_le.1 h)]; ring
```

## (f) Isolated bonds

If no two bonds share an atom, show that $E=\sum_{ij}H_{ij}$.

**Solution.** Consider $(H^3)_{il}=\sum_jH_{ij}(H^2)_{jl}$. Only a $j$ bonded to $i$ contributes. Its sole neighbour is $i$, so $(H^2)_{jl}=H_{ji}H_{il}$, which vanishes unless $l=j$ and is then $1$. Hence $H^3=H$ (`hcube`), so $D^3=D$ (`hD3`), each $\varepsilon_k$ is $0$ or $\pm1$, and $|\varepsilon_k|=\varepsilon_k^2$ (`habs`). Part (c) with $s_k=\varepsilon_k$, where $P=H$, gives
$$E=-\sum_k\varepsilon_k^2=-\sum_{ij}H_{ij}^2=\sum_{ij}H_{ij},$$
because the entries are $0$ or $-1$.

```lean
/-- If no two bonds share an atom, the Hückel energy is the sum of all entries of the
Hamiltonian. -/
theorem energy_of_isolatedBonds (G : SimpleGraph V) (hG : IsolatedBonds G) :
    energy G = ∑ i, ∑ j, hamiltonian G i j := by
  obtain ⟨U, h1, h2, hH⟩ := exists_orbitals G
  -- isolated bonds give H³ = H
  have hcube : hamiltonian G * (hamiltonian G * hamiltonian G) = hamiltonian G := by
    ext i l
    have term : ∀ j, hamiltonian G i j * (hamiltonian G * hamiltonian G) j l
        = if j = l then hamiltonian G i l else 0 := by
      intro j
      by_cases hij : G.Adj i j
      · have hs : (hamiltonian G * hamiltonian G) j l
            = hamiltonian G j i * hamiltonian G i l := by
          rw [Matrix.mul_apply]
          refine Finset.sum_eq_single i (fun k _ hk => ?_) (by simp)
          have hn : ¬ G.Adj j k := fun h => hk (hG j k i h hij.symm)
          simp [hamiltonian, hn]
        rw [hs]
        by_cases hjl : j = l
        · subst hjl
          simp [hamiltonian, hij, hij.symm]
        · have hn : ¬ G.Adj i l := fun h => hjl (hG i j l hij h)
          simp [hamiltonian, hn]
      · have h0 : hamiltonian G i j = 0 := by simp [hamiltonian, hij]
        rw [h0, zero_mul]
        by_cases hjl : j = l
        · rw [if_pos hjl, ← hjl, h0]
        · rw [if_neg hjl]
    rw [Matrix.mul_apply]
    simp only [term]
    simp
  have hD : Matrix.diagonal (orbitalEnergy G) = star U * hamiltonian G * U := by
    calc Matrix.diagonal (orbitalEnergy G)
        = (star U * U) * Matrix.diagonal (orbitalEnergy G) * (star U * U) := by
          rw [h2, one_mul, mul_one]
      _ = star U * hamiltonian G * U := by
          rw [hH]
          simp only [Matrix.mul_assoc]
  have hD3 : Matrix.diagonal (orbitalEnergy G) * (Matrix.diagonal (orbitalEnergy G)
      * Matrix.diagonal (orbitalEnergy G)) = Matrix.diagonal (orbitalEnergy G) := by
    calc _ = star U * (hamiltonian G * ((U * star U) * (hamiltonian G
            * ((U * star U) * hamiltonian G)))) * U := by
          rw [hD]
          simp only [Matrix.mul_assoc]
      _ = _ := by rw [h1, one_mul, one_mul, hcube, ← hD]
  rw [Matrix.diagonal_mul_diagonal, Matrix.diagonal_mul_diagonal] at hD3
  -- hence every level is 0, 1 or -1
  have habs : ∀ k, |orbitalEnergy G k| = orbitalEnergy G k * orbitalEnergy G k := by
    intro k
    have h := congrFun (congrFun hD3 k) k
    simp only [Matrix.diagonal_apply_eq] at h
    have h0 : orbitalEnergy G k * ((orbitalEnergy G k - 1) * (orbitalEnergy G k + 1)) = 0 := by
      linear_combination h
    rcases mul_eq_zero.1 h0 with h | h
    · rw [h]; norm_num
    · rcases mul_eq_zero.1 h with h | h
      · rw [sub_eq_zero.1 h]; norm_num
      · rw [eq_neg_of_add_eq_zero_left h]; norm_num
  have hsq := sum_occupation G U h2 hH (orbitalEnergy G)
  rw [← hH] at hsq
  rw [energy, Finset.sum_congr rfl fun k _ => habs k, ← hsq]
  simp only [← Finset.sum_neg_distrib]
  refine Finset.sum_congr rfl fun i _ => Finset.sum_congr rfl fun j _ => ?_
  by_cases h : G.Adj i j <;> simp [hamiltonian, h]
```

## (g) Two-atom fragments

Show that $E_{vw}=2H_{vw}$, also for $v=w$.

**Solution.** Two atoms have at most one bond (`hiso`), so (f) applies. For $v\neq w$ the entries sum to $H_{vw}+H_{wv}=2H_{vw}$; for $v=w$ both sides are zero.

```lean
omit [Fintype V] in
/-- The fragment of the atoms `v` and `w` has twice their Hamiltonian matrix element as its
energy. -/
theorem fragmentEnergy_pair (G : SimpleGraph V) (v w : V) :
    fragmentEnergy G {v, w} = 2 * hamiltonian G v w := by
  have hiso : IsolatedBonds (G.comap (fun x : ({v, w} : Finset V) => (x : V))) := by
    rintro ⟨i, hi⟩ ⟨j, hj⟩ ⟨k, hk⟩ hij hik
    have h1 : i ≠ j := G.ne_of_adj hij
    have h2 : i ≠ k := G.ne_of_adj hik
    simp only [Finset.mem_insert, Finset.mem_singleton] at hi hj hk
    apply Subtype.ext
    change j = k
    grind
  have hsum : ∑ i, ∑ j, hamiltonian (G.comap (fun x : ({v, w} : Finset V) => (x : V))) i j
      = ∑ i ∈ ({v, w} : Finset V), ∑ j ∈ ({v, w} : Finset V), hamiltonian G i j := by
    rw [← Finset.sum_coe_sort ({v, w} : Finset V)]
    refine Finset.sum_congr rfl fun i _ => ?_
    rw [← Finset.sum_coe_sort ({v, w} : Finset V)]
    refine Finset.sum_congr rfl fun j _ => ?_
    simp [hamiltonian]
  rw [fragmentEnergy, energy_of_isolatedBonds _ hiso, hsum]
  by_cases hvw : v = w
  · subst hvw
    simp [hamiltonian]
  · simp only [Finset.sum_pair hvw]
    by_cases h : G.Adj v w
    · simp [hamiltonian, h, h.symm]; norm_num
    · have h' : ¬ G.Adj w v := fun e => h e.symm
      simp [hamiltonian, h, h']
```

## (h) The bound and its equality case

Show that $E_{\text{pair}}=-2m\le E$, with $E=-2m$ exactly when no two bonds share an atom.

**Solution.** By (g), $E_v=0$ and $E_{\text{pair}}=\frac12\sum_{v}\sum_{w\ne v}2H_{vw}$, which is $-2m$ by (d).

Unit rows give $Q_{ij}\le1$, and $H_{ij}\le0$, so $H_{ij}\le Q_{ij}H_{ij}$ (`hle`). Summing gives $-2m\le E$.

If equality holds, it holds term by term, so $Q_{ij}=1$ on every bond (`hone`). Two bonds at atom $i$ would give row $i$ a squared norm of at least $2$, a contradiction. The converse is (f) with (d).

```lean
/-- The pair expansion over single atoms gives minus twice the number of bonds. This is never
above the Hückel energy, and equals it exactly when no two bonds share an atom. -/
theorem pairExpansion_overbinds (G : SimpleGraph V) :
    pairExpansion G = -2 * (G.edgeFinset.card : ℝ) ∧
    -2 * (G.edgeFinset.card : ℝ) ≤ energy G ∧
    (energy G = -2 * (G.edgeFinset.card : ℝ) ↔ IsolatedBonds G) := by
  obtain ⟨Q, hrow, hE⟩ := exists_bondOrder G
  have hle : ∀ i j, hamiltonian G i j ≤ Q i j * hamiltonian G i j := by
    intro i j
    have h1 : Q i j ^ 2 ≤ ∑ k, Q i k ^ 2 :=
      Finset.single_le_sum (f := fun k => Q i k ^ 2) (fun k _ => sq_nonneg _) (Finset.mem_univ j)
    rw [hrow i] at h1
    have h2 : Q i j ≤ 1 := by nlinarith
    by_cases h : G.Adj i j
    · simp [hamiltonian, h, h2]
    · simp [hamiltonian, h]
  refine ⟨?_, ?_, fun heq => ?_, fun hG => ?_⟩
  · have h1 : ∀ v, fragmentEnergy G {v} = 0 := fun v => by
      simpa [hamiltonian] using fragmentEnergy_pair G v v
    have h2 : ∀ v, ∑ w ∈ Finset.univ.erase v, (fragmentEnergy G {v, w} - fragmentEnergy G {v}
        - fragmentEnergy G {w}) = 2 * ∑ w, hamiltonian G v w := by
      intro v
      simp only [fragmentEnergy_pair, h1, sub_zero]
      rw [Finset.sum_erase _ (by simp [hamiltonian]), Finset.mul_sum]
    rw [pairExpansion]
    simp only [h2]
    simp only [h1]
    rw [Finset.sum_const_zero, ← Finset.mul_sum, sum_hamiltonian]
    ring
  · rw [← sum_hamiltonian, hE]
    exact Finset.sum_le_sum fun i _ => Finset.sum_le_sum fun j _ => hle i j
  · -- equality forces Q = 1 on every bond, and a row of unit norm has room for one such entry
    rw [← sum_hamiltonian, hE] at heq
    have hi := (Finset.sum_eq_sum_iff_of_le
      fun i _ => Finset.sum_le_sum fun j _ => hle i j).1 heq.symm
    have hone : ∀ i j, G.Adj i j → Q i j = 1 := by
      intro i j h
      have hj := (Finset.sum_eq_sum_iff_of_le fun j _ => hle i j).1
        (hi i (Finset.mem_univ i)) j (Finset.mem_univ j)
      simp only [hamiltonian, Matrix.of_apply, if_pos h] at hj
      linarith
    intro i j k hij hik
    by_contra hjk
    have h : ∑ l ∈ ({j, k} : Finset V), Q i l ^ 2 ≤ ∑ l, Q i l ^ 2 :=
      Finset.sum_le_sum_of_subset_of_nonneg (Finset.subset_univ _) fun l _ _ => sq_nonneg _
    rw [Finset.sum_pair hjk, hrow i, hone i j hij, hone i k hik] at h
    norm_num at h
  · rw [energy_of_isolatedBonds G hG, sum_hamiltonian]

end

end HueckelPairExpansion
```

```lean
#print axioms HueckelPairExpansion.pairExpansion_overbinds
```

```
'HueckelPairExpansion.pairExpansion_overbinds' depends on axioms: [propext, Classical.choice, Quot.sound]
```

## Allyl by hand

Three atoms in a row have $m=2$ and levels $-\sqrt2,\,0,\,\sqrt2$. Thus $E=-2\sqrt2\approx-2.83$, while $E_{\text{pair}}=-4$. On each bond $Q_{ij}=1/\sqrt2$: the middle atom shares its unit row between two bonds, whereas the pair expansion counts each at full strength.
